# In a Slater determinant, the two-body density matrix is a direct minus an exchange product of one-body density matrices

Electrons repel one another in pairs, so the interaction energy of a normalised state $v$ depends on the averages $\langle v, c_p c_q a_s a_r v\rangle$, where $a_p$ removes an electron from mode $p$, one of a set of orthonormal spin-orbitals, and $c_p$ adds one. These averages carry four indices, while the one-body averages $g_{pq} = \langle v, c_p a_q v\rangle$ carry only two. Suppose that each mode is definitely filled or definitely empty in $v$, with a finite set $S$ of filled modes. Do the one-body averages then fix the pair averages? They do:

$$\langle v, c_p c_q a_s a_r v\rangle = g_{pr}\,g_{qs} - g_{ps}\,g_{qr}.$$

For a single determinant over finitely many modes, this reduces the mean of an interaction $\tfrac12\sum V_{pqrs}\,c_p c_q a_s a_r$ to $\tfrac12\sum_{p,q\in S}(V_{pqpq}-V_{pqqp})$, the Coulomb and exchange terms of Hartree–Fock theory. Here $V_{pqrs}=\langle \phi_p\phi_q|V|\phi_r\phi_s\rangle$ is the matrix element of the pair interaction $V$ between products of spin-orbitals, where $\phi_p$ belongs to mode $p$ and the first factor of each product refers to the first electron.

## Modes, operators and the filled set

```lean
import Mathlib

open scoped InnerProductSpace

namespace SlaterDensityMatrices

noncomputable section

variable {ι E : Type*} [DecidableEq ι] [NormedAddCommGroup E] [InnerProductSpace ℂ E]
```

The type `ι` holds the mode labels and may be finite or infinite. `E` is the space of states, a complex inner-product space of any dimension.

```lean
/-- Fermionic annihilators `a p` and creators `c p`: the canonical anticommutation relations
hold on every vector, and `c p` is adjoint to `a p`. -/
structure IsCAR (a c : ι → E →ₗ[ℂ] E) : Prop where
  anti : ∀ p q x, a p (a q x) + a q (a p x) = 0
  mixed : ∀ p q x, c p (a q x) + a q (c p x) = if p = q then x else 0
  adj : ∀ p x y, ⟪c p x, y⟫_ℂ = ⟪x, a p y⟫_ℂ
```

A `structure` with values in `Prop` is a named list of conditions. The arrow `E →ₗ[ℂ] E` denotes linear maps from $E$ to itself, so `a` and `c` each assign an operator to every mode. The conditions say that, for every vector $x$,

$$a_p a_q x + a_q a_p x = 0,\qquad c_p a_q x + a_q c_p x = \delta_{pq}\,x,$$

and that $\langle c_p x, y\rangle = \langle x, a_p y\rangle$. The inner product is linear in its second slot, as in Dirac notation. The Kronecker delta appears as `if p = q then x else 0`, which fixes the modes as orthonormal.

```lean
/-- A normalised state in which no particle can be added to a mode of `S` and none can be
removed from a mode outside `S`. -/
structure IsDeterminant (a c : ι → E →ₗ[ℂ] E) (S : Finset ι) (v : E) : Prop where
  norm : ‖v‖ = 1
  occ : ∀ i, i ∈ S → c i v = 0
  virt : ∀ b, b ∉ S → a b v = 0
```

The vector $v$ has norm one. No particle can be added to a mode $i\in S$, which is Pauli exclusion for a filled mode, and none can be removed from a mode $b\notin S$, because that mode is empty. In the usual Fock space these conditions single out the Slater determinant of $S$ up to a phase. No Hamiltonian enters, so $v$ need not be a ground state.

```lean
/-- The one-body density matrix `⟨v, c_p a_q v⟩`. -/
def oneRDM (a c : ι → E →ₗ[ℂ] E) (v : E) (p q : ι) : ℂ := ⟪v, c p (a q v)⟫_ℂ
```

This is $g_{pq}$. Its diagonal entry $g_{pp}$ is the mean occupation of mode $p$.

```lean
/-- The two-body density matrix `⟨v, c_p c_q a_s a_r v⟩`. -/
def twoRDM (a c : ι → E →ₗ[ℂ] E) (v : E) (p q r s : ι) : ℂ :=
  ⟪v, c p (c q (a s (a r v)))⟫_ℂ
```

The arguments come in the order `p q r s`, but the annihilators act as $a_s a_r$, with $a_r$ first. This order gives the direct term $g_{pr}g_{qs}$ its plus sign. There is no prefactor $\tfrac12$.

## Filled modes give one, empty modes give zero

```lean
variable {a c : ι → E →ₗ[ℂ] E} {S : Finset ι} {v : E}

/-- A creator acting on the ket is an annihilator acting on the bra. -/
theorem IsCAR.inner_create (h : IsCAR a c) (p : ι) (x y : E) :
    ⟪x, c p y⟫_ℂ = ⟪a p x, y⟫_ℂ := by
  rw [← inner_conj_symm x (c p y), h.adj, inner_conj_symm]
```

In a theorem, the hypotheses stand before the last colon and the claim after it. Here `h : IsCAR a c` supplies the operator relations, and the claim is $\langle x, c_p y\rangle = \langle a_p x, y\rangle$. By hand,

$$\langle x, c_p y\rangle = \overline{\langle c_p y, x\rangle} = \overline{\langle y, a_p x\rangle} = \langle a_p x, y\rangle.$$

The tactic `rw` replaces one side of an equation by the other, and it carries out these three steps in order.

```lean
/-- The one-body density matrix of a determinant is diagonal, with entry one on the modes
of `S` and zero on the others. -/
theorem oneRDM_eq (h : IsCAR a c) (hv : IsDeterminant a c S v) (p q : ι) :
    oneRDM a c v p q = if p = q ∧ p ∈ S then 1 else 0 := by
  unfold oneRDM
  by_cases hp : p ∈ S
  · -- anticommute the creator to the right, where it meets an occupied mode
    have e := h.mixed p q v
    rw [hv.occ p hp, map_zero, add_zero] at e
    rw [e]
    by_cases hpq : p = q
    · rw [if_pos hpq, if_pos ⟨hpq, hp⟩, inner_self_eq_norm_sq_to_K, hv.norm]
      simp
    · simp [hpq]
  · -- an empty mode is annihilated on the bra side
    rw [h.inner_create, hv.virt p hp, inner_zero_left]
    simp [hp]
```

The claim is that $g_{pq}=1$ if $p=q\in S$, and $g_{pq}=0$ otherwise. There are two cases, which `by_cases` separates.

If $p\in S$, anticommute the creator to the right:

$$c_p a_q v = \delta_{pq}\,v - a_q c_p v = \delta_{pq}\,v,$$

since $c_p v=0$. Hence $g_{pq}=\delta_{pq}\langle v,v\rangle=\delta_{pq}$. In the code, `e` is the anticommutation relation, simplified by `hv.occ`, and `hv.norm` supplies the norm.

If $p\notin S$, move the creator to the bra: $g_{pq}=\langle a_p v, a_q v\rangle=0$, because $a_p v=0$.

## Two contractions with opposite signs

```lean
/-- The two-body density matrix of a determinant is the direct minus the exchange product of
its one-body density matrix. -/
theorem twoRDM_eq (h : IsCAR a c) (hv : IsDeterminant a c S v) (p q r s : ι) :
    twoRDM a c v p q r s =
      oneRDM a c v p r * oneRDM a c v q s - oneRDM a c v p s * oneRDM a c v q r := by
  rw [oneRDM_eq h hv q s, oneRDM_eq h hv q r]
  unfold twoRDM
  by_cases hq : q ∈ S
  · -- moving `c q` through both annihilators leaves two contractions
    have e : c q (a s (a r v)) =
        (if q = s then a r v else 0) - (if q = r then a s v else 0) := by
      have e1 := h.mixed q s (a r v)
      have e2 := h.mixed q r v
      rw [hv.occ q hq, map_zero, add_zero] at e2
      rw [e2] at e1
      rw [eq_sub_of_add_eq e1]
      split_ifs <;> simp
    rw [e]
    simp only [hq, and_true]
    split_ifs <;> simp [oneRDM]
  · -- both creators go to the bra, where `a q` reaches the state
    have e : a q (a p v) = 0 := by
      have e1 := h.anti q p v
      rwa [hv.virt q hq, map_zero, add_zero] at e1
    rw [h.inner_create, h.inner_create, e, inner_zero_left]
    simp [hq]
```

The proof first replaces $g_{qs}$ and $g_{qr}$ by their known values and leaves the entries with index $p$ as they are. Only $q$ then needs a case distinction.

If $q\in S$, move $c_q$ through both annihilators:

$$\begin{aligned}
c_q a_s a_r v &= \delta_{qs}\,a_r v - a_s c_q a_r v\\
&= \delta_{qs}\,a_r v - a_s(\delta_{qr}\,v - a_r c_q v)\\
&= \delta_{qs}\,a_r v - \delta_{qr}\,a_s v.
\end{aligned}$$

Applying $c_p$ and taking the inner product with $v$ gives $\delta_{qs}\,g_{pr}-\delta_{qr}\,g_{ps}$. For $q\in S$ we have $g_{qs}=\delta_{qs}$ and $g_{qr}=\delta_{qr}$, so this is the claimed formula. The exchange sign comes from passing $c_q$ through $a_s$. In Lean, `e1` and `e2` are the two anticommutations, and `split_ifs` goes through the values of the deltas.

If $q\notin S$, move both creators to the bra:

$$\langle v, c_p c_q a_s a_r v\rangle = \langle a_q a_p v,\, a_s a_r v\rangle .$$

Here $a_q a_p v=-a_p a_q v=0$. The right side of the claim vanishes too, since $g_{qs}=g_{qr}=0$.

The smallest cases are quickly read off. For $S=\varnothing$, the vacuum, both matrices are zero. For $S=\{i\}$ the only non-zero entry of $g$ is $g_{ii}=1$, and direct and exchange terms cancel for every choice of indices: one particle forms no pairs and does not interact with itself.

```lean
/-- The joint occupation `⟨v, c_p c_q a_q a_p v⟩` of two modes in a determinant is one if they
are distinct and both in `S`, and zero otherwise. -/
theorem pair_occupation (h : IsCAR a c) (hv : IsDeterminant a c S v) (p q : ι) :
    twoRDM a c v p q p q = if p ≠ q ∧ p ∈ S ∧ q ∈ S then 1 else 0 := by
  simp only [twoRDM_eq h hv, oneRDM_eq h hv]
  by_cases hpq : p = q
  · subst hpq
    simp
  · by_cases hp : p ∈ S <;> by_cases hq : q ∈ S <;> simp [hpq, hp, hq]
```

Setting $r=p$ and $s=q$ gives the joint occupation $g_{pp}g_{qq}-g_{pq}g_{qp}$. For $p=q$ the two terms cancel. For $p\ne q$ the off-diagonal entries vanish, and the result is one exactly when both modes are in $S$.

## Occupations of one and zero are enough

```lean
/-- A normalised state whose mode occupations are one on `S` and zero elsewhere is a
determinant with occupied set `S`. -/
theorem isDeterminant_of_occupations (h : IsCAR a c) (hv : ‖v‖ = 1)
    (hn : ∀ p, oneRDM a c v p p = if p ∈ S then 1 else 0) : IsDeterminant a c S v := by
  refine ⟨hv, fun p hp => ?_, fun p hp => ?_⟩
  · -- the squared norm of `c p v` is one minus the occupation
    have e := h.mixed p p v
    rw [if_pos rfl] at e
    have hg := hn p
    rw [if_pos hp] at hg
    unfold oneRDM at hg
    rw [← inner_self_eq_zero (𝕜 := ℂ), h.adj, eq_sub_of_add_eq' e, inner_sub_right, hg,
      inner_self_eq_norm_sq_to_K, hv]
    simp
  · -- the squared norm of `a p v` is the occupation
    have hg := hn p
    rw [if_neg hp] at hg
    unfold oneRDM at hg
    rw [h.inner_create] at hg
    exact inner_self_eq_zero.mp hg
```

This theorem runs in the other direction. It assumes that $v$ is normalised and that the diagonal entries $g_{pp}$ are one on $S$ and zero elsewhere; nothing is assumed about the off-diagonal entries. For $p\in S$,

$$\|c_p v\|^2=\langle v,a_p c_p v\rangle=\langle v,v\rangle-\langle v,c_p a_p v\rangle=1-g_{pp}=0,$$

so $c_p v=0$. For $p\notin S$,

$$\|a_p v\|^2=\langle v,c_p a_p v\rangle=g_{pp}=0,$$

so $a_p v=0$. The lemma `inner_self_eq_zero` provides the step from zero squared norm to zero vector.

```lean
/-- If every mode occupation of a normalised state is one on `S` and zero elsewhere, its
two-body density matrix is the direct minus the exchange product of the one-body one. -/
theorem twoRDM_of_occupations (h : IsCAR a c) (hv : ‖v‖ = 1)
    (hn : ∀ p, oneRDM a c v p p = if p ∈ S then 1 else 0) (p q r s : ι) :
    twoRDM a c v p q r s =
      oneRDM a c v p r * oneRDM a c v q s - oneRDM a c v p s * oneRDM a c v q r :=
  twoRDM_eq h (isDeterminant_of_occupations h hv hn) p q r s
```

For a normalised state, mode occupations of exactly one and zero are therefore enough for the factorisation. The proof is a single expression: it feeds the previous theorem into `twoRDM_eq`.

## Two modes written out in components

```lean
/-- The four-dimensional Fock space of two modes, with basis order: empty, mode 0 filled,
mode 1 filled, both filled. -/
abbrev Fock2 := EuclideanSpace ℂ (Fin 4)
```

Two modes give four basis states. Lean counts from zero, so the components `x 0` to `x 3` belong to the empty state, mode 0 filled, mode 1 filled, and both filled.

```lean
/-- The two annihilators on the two-mode Fock space. -/
def ann2 : Fin 2 → Fock2 →ₗ[ℂ] Fock2 :=
  ![{ toFun := fun x => !₂[x 1, 0, x 3, 0]
      map_add' := by intro x y; ext i; fin_cases i <;> simp
      map_smul' := by intro k x; ext i; fin_cases i <;> simp },
    { toFun := fun x => !₂[x 2, -x 3, 0, 0]
      map_add' := by intro x y; ext i; fin_cases i <;> simp [add_comm]
      map_smul' := by intro k x; ext i; fin_cases i <;> simp }]
```

The first map is $a_0$ and the second is $a_1$. Each is given by its action on the components, together with a check of linearity. The minus sign in $a_1$ makes the two operators anticommute on the doubly filled state.

```lean
/-- The two creators on the two-mode Fock space. -/
def cre2 : Fin 2 → Fock2 →ₗ[ℂ] Fock2 :=
  ![{ toFun := fun x => !₂[0, x 0, 0, x 2]
      map_add' := by intro x y; ext i; fin_cases i <;> simp
      map_smul' := by intro k x; ext i; fin_cases i <;> simp },
    { toFun := fun x => !₂[0, 0, x 0, -x 1]
      map_add' := by intro x y; ext i; fin_cases i <;> simp [add_comm]
      map_smul' := by intro k x; ext i; fin_cases i <;> simp }]
```

These are the adjoint maps $c_0$ and $c_1$. With these signs the doubly filled basis state is $c_0c_1$ applied to the empty one.

```lean
/-- The two-mode operators satisfy the anticommutation relations, and the basis states with
mode 0 filled and with both modes filled are determinants. -/
theorem isDeterminant_witness :
    IsCAR ann2 cre2 ∧ IsDeterminant ann2 cre2 {0} !₂[0, 1, 0, 0] ∧
      IsDeterminant ann2 cre2 Finset.univ !₂[0, 0, 0, 1] := by
  refine ⟨⟨?_, ?_, ?_⟩, ⟨?_, ?_, ?_⟩, ⟨?_, ?_, ?_⟩⟩
  · intro p q x
    ext i
    fin_cases p <;> fin_cases q <;> fin_cases i <;> simp [ann2]
  · intro p q x
    ext i
    fin_cases p <;> fin_cases q <;> fin_cases i <;> simp [ann2, cre2]
  · intro p x y
    fin_cases p <;> simp [ann2, cre2, PiLp.inner_apply, Fin.sum_univ_four]
  · simp [EuclideanSpace.norm_eq, Fin.sum_univ_four]
  · intro i hi
    obtain rfl : i = 0 := by simpa using hi
    ext j
    fin_cases j <;> simp [cre2]
  · intro i hi
    have hi' : i ≠ 0 := by simpa using hi
    obtain rfl : i = 1 := by omega
    ext j
    fin_cases j <;> simp [ann2]
  · simp [EuclideanSpace.norm_eq, Fin.sum_univ_four]
  · intro i _
    ext j
    fin_cases i <;> fin_cases j <;> simp [cre2]
  · intro i hi
    exact absurd (Finset.mem_univ i) hi

end

end SlaterDensityMatrices
```

The theorem confirms that these operators satisfy `IsCAR`, that the state with mode 0 filled is a determinant with $S=\{0\}$, and that the doubly filled state is one with $S=\{0,1\}$. The assumptions above are thus met by concrete one-particle and two-particle states. The proof checks each condition component by component, with `fin_cases` listing the finitely many indices.

The same space shows what happens without the condition $c_i v=0$ on $S$. Take $S=\{0,1\}$ and let $v$ have components $(1,0,0,1)/\sqrt2$, an equal superposition of empty and doubly filled. This vector has no definite particle number, so it does not describe a fixed number of electrons; superpositions of this kind appear in the BCS theory of superconductivity. It is normalised, and there is no mode outside $S$ to test, but $c_0v\neq0$. Direct calculation gives $g_{00}=g_{11}=\tfrac12$ and $g_{01}=g_{10}=0$, so direct minus exchange would predict a joint occupation of $\tfrac14$. The actual value is $\|a_1a_0v\|^2=\tfrac12$: the two modes are filled together or not at all, a correlation that the direct-minus-exchange formula misses.

```lean
#print axioms SlaterDensityMatrices.twoRDM_eq
#print axioms SlaterDensityMatrices.pair_occupation
#print axioms SlaterDensityMatrices.twoRDM_of_occupations
```

```
'SlaterDensityMatrices.twoRDM_eq' depends on axioms: [propext, Classical.choice, Quot.sound]
'SlaterDensityMatrices.pair_occupation' depends on axioms: [propext, Classical.choice, Quot.sound]
'SlaterDensityMatrices.twoRDM_of_occupations' depends on axioms: [propext, Classical.choice, Quot.sound]
```
